# Continuous embedding terms that reduce to pair contributions in every environment are linear

An atom's environment is a finite list of neighbour densities \(\rho_j\ge 0\), and its embedding term \(D\) depends only on their sum. The term is called pair-absorbable if some function \(p\) of a single neighbour's density satisfies

\[
D\Big(\sum_j\rho_j\Big)=\sum_j p(\rho_j)\qquad\text{for every such list.}
\]

```lean
import Mathlib

open Filter Topology

namespace EmbeddedAtomGauge

noncomputable section
```

In Lean this is `PairAbsorbable D p`. Both functions have type `ℝ → ℝ`, but only their values on \([0,\infty)\) matter.

```lean
/-- The embedding term `D` of an atom can be written as a sum of contributions `p` of its
single neighbours, for every finite list of nonnegative neighbour densities. -/
def PairAbsorbable (D p : ℝ → ℝ) : Prop :=
  ∀ l : List ℝ, (∀ x ∈ l, 0 ≤ x) → D l.sum = (l.map p).sum
```

The total energy of a finite single-species system, with embedding function \(F\), density function \(f\), pair potential \(\varphi\) and distances \(r_{ij}\), is

\[
E=\sum_i F\Big(\sum_{j\ne i}f(r_{ij})\Big)+\tfrac12\sum_i\sum_{j\ne i}\varphi(r_{ij}).
\]

The factor \(\tfrac12\) compensates for counting each pair twice. The array `r` is arbitrary: neither symmetry nor an origin in atomic positions is assumed.

```lean
/-- The embedded-atom energy with embedding function `F`, density function `f`, pair
potential `φ` and interatomic distances `r i j`. -/
def eamEnergy {ι : Type*} [Fintype ι] [DecidableEq ι] (F f φ : ℝ → ℝ) (r : ι → ι → ℝ) : ℝ :=
  ∑ i, F (∑ j ∈ Finset.univ.erase i, f (r i j))
    + 1 / 2 * ∑ i, ∑ j ∈ Finset.univ.erase i, φ (r i j)
```

The main theorem, `pairAbsorbable_iff_linear`, says that if \(D\) is continuous on \([0,\infty)\), it is absorbed by \(p\) exactly when \(D(x)=p(x)=cx\) there for one real \(c\). A second theorem, `eamEnergy_linear_gauge`, shows that in a single-species embedded-atom potential a linear part of the embedding function can be moved into the pair potential without changing the total energy. The energy is also unchanged if \(f\) is replaced by \(\lambda f\) and \(F(\rho)\) by \(F(\rho/\lambda)\) with \(\lambda>0\). Embedding functions from different fits should therefore be compared only after both the linear part and the density scale have been fixed.

## Continuity: no jumps in energy as the density changes

Continuity says that a small change in density cannot make the embedding term jump. The proof uses it to pass from rational to real densities.

Let \(A\) be continuous on \([0,\infty)\) with \(A(x+y)=A(x)+A(y)\). Setting \(x=y=0\) gives \(A(0)=0\), and induction gives \(A(ny)=nA(y)\). With \(y=1/n\), \(n>0\), we get \(A(1)=nA(1/n)\), so

\[
A(m/n)=mA(1/n)=A(1)\,\frac mn .
\]

For real \(x\ge0\), the ratios \(q_n=\lfloor nx\rfloor/n\) are nonnegative and satisfy \(x-1/n<q_n\le x\), so \(q_n\to x\). Continuity turns \(A(q_n)=A(1)q_n\) into \(A(x)=A(1)x\).

In the proof, `hmul` and `hrat` are the two algebraic steps. The limit `tw` records that the ratios approach \(x\) from within \([0,\infty)\), where continuity is available, and uniqueness of limits finishes the argument.

```lean
/-- A function of the density that is continuous and additive on `[0, ∞)` is linear there. -/
theorem linear_of_additive {A : ℝ → ℝ} (hc : ContinuousOn A (Set.Ici 0))
    (hadd : ∀ x y, 0 ≤ x → 0 ≤ y → A (x + y) = A x + A y) {x : ℝ} (hx : 0 ≤ x) :
    A x = A 1 * x := by
  have h0 : A 0 = 0 := by
    have h := hadd 0 0 le_rfl le_rfl
    rw [add_zero] at h
    linarith
  -- n equal densities
  have hmul : ∀ (n : ℕ) (y : ℝ), 0 ≤ y → A (n * y) = n * A y := by
    intro n
    induction n with
    | zero => intro y _; simp [h0]
    | succ n ih =>
      intro y hy
      have e : ((n + 1 : ℕ) : ℝ) * y = n * y + y := by push_cast; ring
      rw [e, hadd _ _ (by positivity) hy, ih y hy]
      push_cast
      ring
  -- linearity at rational densities
  have hrat : ∀ m n : ℕ, 0 < n → A ((m : ℝ) / n) = A 1 * ((m : ℝ) / n) := by
    intro m n hn
    have hn' : (n : ℝ) ≠ 0 := by positivity
    have h1 := hmul n (1 / n) (by positivity)
    have h2 := hmul m (1 / n) (by positivity)
    rw [mul_one_div_cancel hn'] at h1
    rw [mul_one_div] at h2
    rw [h2, h1]
    field_simp
  -- rational densities approach x, and continuity carries the identity over
  have t : Tendsto (fun n : ℕ => (⌊x * (n : ℝ)⌋₊ : ℝ) / (n : ℝ)) atTop (𝓝 x) :=
    (tendsto_nat_floor_mul_div_atTop hx).comp tendsto_natCast_atTop_atTop
  have tw : Tendsto (fun n : ℕ => (⌊x * (n : ℝ)⌋₊ : ℝ) / (n : ℝ)) atTop
      (𝓝[Set.Ici 0] x) :=
    tendsto_nhdsWithin_iff.mpr ⟨t, Eventually.of_forall fun n => by
      simp only [Set.mem_Ici]
      positivity⟩
  have l1 := (hc x hx).tendsto.comp tw
  have l2 := t.const_mul (A 1)
  refine tendsto_nhds_unique (l1.congr' ?_) l2
  filter_upwards [eventually_gt_atTop 0] with n hn
  exact hrat _ n hn
```

Without continuity the conclusion fails: the axiom of choice supplies nonlinear additive functions, and any of them, taken as both \(D\) and \(p\), satisfies the absorption identity.

## Nonnegative densities: the range on which the law holds

Neighbour densities model superposed atomic electron densities, hence the sign condition. It also keeps every total density in \([0,\infty)\). By hand it enters the converse: if \(p(x)=cx+b\) for \(x\ge0\), then a list of \(n\) nonnegative densities gives

\[
\sum_j p(\rho_j)=c\sum_j\rho_j+nb .
\]

The lemma `sum_affine` proves this by induction on the list, using nonnegativity at each entry to apply the formula for \(p\).

```lean
/-- If each neighbour of density `x` contributes `c * x + b`, the sum over the neighbours is
`c` times the total density plus `b` times the number of neighbours. -/
theorem sum_affine {p : ℝ → ℝ} {c b : ℝ} (hp : ∀ x, 0 ≤ x → p x = c * x + b)
    (l : List ℝ) (hl : ∀ x ∈ l, 0 ≤ x) :
    (l.map p).sum = c * l.sum + l.length * b := by
  induction l with
  | nil => simp
  | cons a t ih =>
    rw [List.map_cons, List.sum_cons, List.sum_cons, List.length_cons,
      hp a (hl a (by simp)), ih (fun x hx => hl x (by simp [hx]))]
    push_cast
    ring
```

If lists with negative entries were also admitted, the linear law would extend to negative arguments, since additivity gives \(D(x)=-D(-x)\). As stated, the theorem leaves \(D\) and \(p\) unrestricted there.

## Every list: one \(p\) for all coordination numbers

The same \(p\) must serve a dimer, a surface atom and a bulk atom, with densities that vary independently. This is an idealisation: a particular density function and the geometry of real structures may realise only some of these lists.

A one-neighbour list gives \(D(x)=p(x)\). A two-neighbour list then gives

\[
D(x+y)=p(x)+p(y)=D(x)+D(y),
\]

so \(D(x)=D(1)x\), and \(p\) is the same function. Conversely, if both equal \(cx\), the sum formula with \(b=0\) gives the identity. The steps `one` and `two` in the proof are these two lists. The smallest environment, an isolated atom, has the empty list and forces \(D(0)=0\).

```lean
/-- A continuous embedding term `D` is a sum of single-neighbour contributions `p` in every
environment exactly when `D` and `p` are the same linear function of the density. -/
theorem pairAbsorbable_iff_linear {D p : ℝ → ℝ} (hc : ContinuousOn D (Set.Ici 0)) :
    PairAbsorbable D p ↔ ∃ c : ℝ, ∀ x, 0 ≤ x → D x = c * x ∧ p x = c * x := by
  constructor
  · intro h
    -- one neighbour: D and p agree
    have one : ∀ x, 0 ≤ x → D x = p x := fun x hx => by
      simpa using h [x] (by simpa using hx)
    -- two neighbours: D is additive
    have two : ∀ x y, 0 ≤ x → 0 ≤ y → D (x + y) = D x + D y := fun x y hx hy => by
      rw [one x hx, one y hy]
      simpa using h [x, y] (by simp [hx, hy])
    refine ⟨D 1, fun x hx => ?_⟩
    have hlin := linear_of_additive hc two hx
    exact ⟨hlin, (one x hx).symm.trans hlin⟩
  · rintro ⟨c, h⟩ l hl
    rw [(h _ (List.sum_nonneg hl)).1,
      sum_affine (c := c) (b := 0) (fun x hx => by rw [(h x hx).2, add_zero]) l hl]
    ring
```

Suppose instead that only lists of one fixed length \(Z\ge2\) are required. Take densities \(x,y\) and \(Z-2\) zeros:

\[
D(x+y)=p(x)+p(y)+(Z-2)p(0).
\]

Setting \(y=0\) gives \(D(x)=p(x)+(Z-1)p(0)\). Hence \(A(x)=D(x)-Zp(0)=p(x)-p(0)\), and the first equation becomes \(A(x+y)=A(x)+A(y)\). By the continuity argument \(A(x)=cx\), so with \(b=p(0)\),

\[
D(x)=cx+Zb,\qquad p(x)=cx+b .
\]

The sum formula shows that all these pairs work. Varying the coordination number is therefore what removes the constant \(b\). In Lean, `k` stands for \(Z-2\), and `hlin` applies the additive lemma to the shifted function.

```lean
/-- If only environments with a fixed number `Z ≥ 2` of neighbours are considered, the
continuous embedding terms that are sums of single-neighbour contributions are exactly the
affine ones, with the constant shared equally among the neighbours. -/
theorem fixed_coordination_iff_affine {D p : ℝ → ℝ} (hc : ContinuousOn D (Set.Ici 0))
    {Z : ℕ} (hZ : 2 ≤ Z) :
    (∀ l : List ℝ, l.length = Z → (∀ x ∈ l, 0 ≤ x) → D l.sum = (l.map p).sum) ↔
      ∃ c b : ℝ, ∀ x, 0 ≤ x → D x = c * x + Z * b ∧ p x = c * x + b := by
  constructor
  · intro h
    obtain ⟨k, rfl⟩ := Nat.exists_eq_add_of_le' hZ
    -- two neighbours of densities x and y, the other k of density zero
    have two : ∀ x y, 0 ≤ x → 0 ≤ y → D (x + y) = p x + p y + k * p 0 := by
      intro x y hx hy
      have e := h (x :: y :: List.replicate k 0) (by simp) (by
        intro a ha
        simp only [List.mem_cons, List.mem_replicate] at ha
        rcases ha with h1 | h1 | ⟨_, h1⟩ <;> rw [h1] <;> assumption_mod_cast)
      simp only [List.sum_cons, List.map_cons, List.map_replicate, List.sum_replicate,
        nsmul_eq_mul, mul_zero, add_zero] at e
      linarith
    have one : ∀ x, 0 ≤ x → D x = p x + p 0 + k * p 0 := fun x hx => by
      have e := two x 0 hx le_rfl
      rwa [add_zero] at e
    -- after removal of the constant, D is additive
    have hlin : ∀ x, 0 ≤ x →
        D x - (k + 2) * p 0 = (D 1 - (k + 2) * p 0) * x := fun x hx =>
      linear_of_additive (A := fun x => D x - (k + 2) * p 0) (hc.sub continuousOn_const)
        (fun x y hx hy => by
          linarith [two x y hx hy, one x hx, one y hy]) hx
    refine ⟨D 1 - (k + 2) * p 0, p 0, fun x hx => ⟨?_, ?_⟩⟩
    · push_cast
      linarith [hlin x hx]
    · linarith [hlin x hx, one x hx]
  · rintro ⟨c, b, h⟩ l hlen hl
    rw [(h _ (List.sum_nonneg hl)).1, sum_affine (fun x hx => (h x hx).2) l hl, hlen]
```

The bound \(Z\ge2\) matters: at \(Z=1\) the identity says only \(D=p\), which any continuous function satisfies.

## One species: a single coefficient for the transfer

Because all atoms share \(F\) and \(f\), adding \(c\rho\) to the embedding function changes the energy by

\[
c\sum_i\sum_{j\ne i}f(r_{ij})=\tfrac12\sum_i\sum_{j\ne i}2c\,f(r_{ij}),
\]

which is the effect of adding \(2cf\) to \(\varphi\). The proof expands the sums and compares them.

```lean
/-- Adding a linear term `c * ρ` to the embedding function gives the same total energy as
adding `2 * c * f` to the pair potential. -/
theorem eamEnergy_linear_gauge {ι : Type*} [Fintype ι] [DecidableEq ι]
    (F f φ : ℝ → ℝ) (c : ℝ) (r : ι → ι → ℝ) :
    eamEnergy (fun ρ => F ρ + c * ρ) f φ r
      = eamEnergy F f (fun s => φ s + 2 * c * f s) r := by
  simp only [eamEnergy, Finset.sum_add_distrib, ← Finset.mul_sum]
  ring
```

With several species and symmetric distances, the term \(2cf\) would become \(c_if_j+c_jf_i\) for a pair of atoms \(i,j\). The theorem treats one species, and it shows that this transfer preserves the total energy, not that every energy-preserving change has this form.

## Nonzero amplitude: a square root is genuinely many-body

For the square-root embedding term \(D(\rho)=-a\sqrt\rho\), the condition \(a\ne0\) means that the term is present. If some \(p\) absorbed it, the main theorem would give \(-a=c\) at \(\rho=1\) and \(-2a=4c\) at \(\rho=4\), hence \(a=0\). The proof compares the same two densities.

```lean
/-- A square-root embedding term with nonzero amplitude is not a sum of single-neighbour
contributions, whatever function `p` is tried. -/
theorem sqrt_not_pairAbsorbable {a : ℝ} (ha : a ≠ 0) (p : ℝ → ℝ) :
    ¬ PairAbsorbable (fun ρ => -a * Real.sqrt ρ) p := by
  intro h
  have hc : ContinuousOn (fun ρ => -a * Real.sqrt ρ) (Set.Ici 0) :=
    (continuous_const.mul Real.continuous_sqrt).continuousOn
  obtain ⟨c, hlin⟩ := (pairAbsorbable_iff_linear hc).1 h
  -- compare the densities 1 and 4
  have h1 : -a * Real.sqrt 1 = c * 1 := (hlin 1 (by norm_num)).1
  have h4 : -a * Real.sqrt 4 = c * 4 := (hlin 4 (by norm_num)).1
  have s4 : Real.sqrt 4 = 2 := by
    rw [show (4 : ℝ) = 2 ^ 2 by norm_num]
    exact Real.sqrt_sq (by norm_num)
  rw [Real.sqrt_one] at h1
  rw [s4] at h4
  exact ha (by linarith)

end

end EmbeddedAtomGauge
```

At \(a=0\) the term vanishes and \(p=0\) absorbs it.

```lean
#print axioms EmbeddedAtomGauge.pairAbsorbable_iff_linear
#print axioms EmbeddedAtomGauge.fixed_coordination_iff_affine
#print axioms EmbeddedAtomGauge.eamEnergy_linear_gauge
#print axioms EmbeddedAtomGauge.sqrt_not_pairAbsorbable
```

```
'EmbeddedAtomGauge.pairAbsorbable_iff_linear' depends on axioms: [propext, Classical.choice, Quot.sound]
'EmbeddedAtomGauge.fixed_coordination_iff_affine' depends on axioms: [propext, Classical.choice, Quot.sound]
'EmbeddedAtomGauge.eamEnergy_linear_gauge' depends on axioms: [propext, Classical.choice, Quot.sound]
'EmbeddedAtomGauge.sqrt_not_pairAbsorbable' depends on axioms: [propext, Classical.choice, Quot.sound]
```
